# The gradient of ½ tr G² at a Hermitian matrix G is G itself

For a finite complex Hermitian matrix G, the theorem states that the functional Re tr(X²)/2 has gradient G at X = G. This means that G is Hermitian and that the functional's real derivative at G, taken within the Hermitian matrices, is the map X ↦ Re tr(GX). If G is a density matrix, positive and of trace one, the functional's value at G is half the purity, but the theorem assumes neither condition. The proof applies the product rule to X·X on the space of all matrices, composes with the real trace, multiplies by one half, and then restricts to Hermitian matrices.

In Lean, a first try:

```lean
import Mathlib

open Matrix

namespace GeneralisedJanak

noncomputable section

attribute [local instance] Matrix.frobeniusNormedRing Matrix.frobeniusNormedAlgebra

variable {n ι : Type*} [Fintype n] [DecidableEq n] [Fintype ι]

/-- The real trace pairing `X ↦ Re tr (h X)`. -/
def tracePairing (h : Matrix n n ℂ) : Matrix n n ℂ →ₗ[ℝ] ℝ where
  toFun X := (h * X).trace.re
  map_add' X Y := by simp [mul_add]
  map_smul' r X := by simp

/-- For Hermitian `G`, this says that the matrix `h` is Hermitian and is the gradient at `G` of the
energy `E`, regarded as a function of Hermitian matrices. -/
def HasTraceGradientAt (E : Matrix n n ℂ → ℝ) (h G : Matrix n n ℂ) : Prop :=
  h.IsHermitian ∧ HasFDerivWithinAt E (LinearMap.toContinuousLinearMap (tracePairing h))
    {X | X.IsHermitian} G

/-- The functional `Re tr (G²) / 2` has gradient `G` at every Hermitian `G`. -/
theorem purity_gradient {G : Matrix n n ℂ} (hG : G.IsHermitian) :
    HasTraceGradientAt (fun X => (X * X).trace.re / 2) G G := by
  have h1 := (hasFDerivAt_id (𝕜 := ℝ) G).mul' (hasFDerivAt_id (𝕜 := ℝ) G)
  have h2 := ((LinearMap.toContinuousLinearMap
    (tracePairing (1 : Matrix n n ℂ))).hasFDerivAt.comp G h1).const_mul (1 / 2 : ℝ)
  have hf : (fun X : Matrix n n ℂ => (X * X).trace.re / 2) = fun X =>
      (1 / 2 : ℝ) * LinearMap.toContinuousLinearMap (tracePairing (1 : Matrix n n ℂ)) (X * X) := by
    funext X
    simp [tracePairing]
    ring
  refine ⟨hG, HasFDerivAt.hasFDerivWithinAt ?_⟩
  rw [hf]
  refine HasFDerivAt.congr_fderiv h2 ?_
  ext X
  simp [tracePairing, Matrix.trace_mul_comm X G]
  ring

end

end GeneralisedJanak
```

Messages:

```
Try this:
  [apply] ring_nf
  
  The `ring` tactic failed to close the goal. Use `ring_nf` to obtain a normal form.
    
  Note that `ring` works primarily in *commutative* rings. If you have a noncommutative ring, abelian group or module, consider using `noncomm_ring`, `abel` or `module` instead.
Main.lean:27:62: error: unsolved goals
n : Type u_1
inst✝¹ : Fintype n
inst✝ : DecidableEq n
G : Matrix n n ℂ
hG : G.IsHermitian
h1 :
  HasFDerivAt (id * id)
    (id G • ContinuousLinearMap.id ℝ (Matrix n n ℂ) + MulOpposite.op (id G) • ContinuousLinearMap.id ℝ (Matrix n n ℂ)) G
h2 :
  HasFDerivAt (fun y => 1 / 2 * (⇑(LinearMap.toContinuousLinearMap (tracePairing 1)) ∘ (id * id)) y)
    ((1 / 2) •
      LinearMap.toContinuousLinearMap (tracePairing 1) ∘SL
        (id G • ContinuousLinearMap.id ℝ (Matrix n n ℂ) +
          MulOpposite.op (id G) • ContinuousLinearMap.id ℝ (Matrix n n ℂ)))
    G
hf : (fun X => (X * X).trace.re / 2) = fun X => 1 / 2 * (LinearMap.toContinuousLinearMap (tracePairing 1)) (X * X)
X : Matrix n n ℂ
⊢ (LinearMap.toContinuousLinearMap { toFun := fun X => X.trace.re, map_add' := ⋯, map_smul' := ⋯ } ∘SL
          (G • ContinuousLinearMap.id ℝ (Matrix n n ℂ) + MulOpposite.op G • ContinuousLinearMap.id ℝ (Matrix n n ℂ)))
        X *
      (1 / 2) =
    (LinearMap.toContinuousLinearMap { toFun := fun X => (G * X).trace.re, map_add' := ⋯, map_smul' := ⋯ }) X
Main.lean:40:22: warning: This simp argument is unused:
  Matrix.trace_mul_comm X G

Hint: Omit it from the simp argument list.
  [apply] simp [tracePairing]

Note: This linter can be disabled with `set_option linter.unusedSimpArgs false`
```

The error is in the last step, which must show that the derivative from the product rule equals X ↦ Re tr(GX). `simp` unfolded `tracePairing` but left the composite map, joined by `∘SL`, unevaluated at `X`. The products `G * X` and `X * G` therefore never appeared on the left, and `Matrix.trace_mul_comm X G` had nothing to rewrite, hence the warning that it is unused. `ring` could not evaluate the maps either, so it failed and left the goal open. The messages do not show why `simp` stopped there.

The repair replaces `simp` with `change`, which restates the goal in an explicit form that Lean accepts as equal by definition: half the real part of the trace of `1 * (G * X + X * G)` equals `(G * X).trace.re`. The `rw` then removes the factor 1, splits the trace, turns tr(XG) into tr(GX), and splits the real part. What remains is that half of a real number added to itself is that number, which `ring` proves. The added comment has no effect on the proof.

After these edits no error is left:

```diff
@@ -38,5 +38,7 @@
   refine HasFDerivAt.congr_fderiv h2 ?_
   ext X
-  simp [tracePairing, Matrix.trace_mul_comm X G]
+  -- both orders of the product rule give the same trace
+  change (1 / 2 : ℝ) * (1 * (G * X + X * G)).trace.re = (G * X).trace.re
+  rw [one_mul, Matrix.trace_add, Matrix.trace_mul_comm X G, Complex.add_re]
   ring
 
```
